# Invertibility of the density response at imaginary frequency

Suppose that some non-constant potential left the density unchanged to first order. It could then be added to any other potential without a trace in the density response, and the potential could not be recovered from that response, even up to a constant. At a real frequency ω lying between two excitation energies, a sign argument does not exclude this: an excitation of energy w contributes to the response with a factor 2w/(ω² − w²), which is negative below the resonance and positive above it, so contributions can cancel. At an imaginary frequency they all have the same sign.

Time-dependent density functional theory uses inverse density response functions to define its exchange-correlation kernel; the result below shows that at imaginary frequency such an inverse exists, up to constants in the potential, for one particle on finitely many sites whose ground state is nondegenerate and vanishes on no site.

## The claim and its derivation

Let H be a Hermitian matrix on finitely many sites r, with orthonormal eigenvectors φ_k and energies E_k. Level g is the nondegenerate ground state, ψ0 = φ_g, and w_k = E_k − E_g > 0 for k ≠ g. Units have ħ = 1. A real potential v acts as the diagonal matrix V, with transition amplitudes

a_k(v) = ⟨k|Vψ0⟩ = ∑_r conj(φ_k(r)) v(r) ψ0(r).

The linear response of a diagonal observable u to the potential v at complex frequency z is the Lehmann sum

χ_uv(z) = ∑_{k≠g} [ conj(a_k(u)) a_k(v)/(z − w_k) − conj(a_k(v)) a_k(u)/(z + w_k) ].

The claim is that, for real s, χ_vv(is) is real and nonpositive, and that it vanishes exactly when Vψ0 is proportional to ψ0. If ψ0 has no zero component, this means that v is constant.

**Combining the poles.** For u = v both numerators equal A = |a_k(v)|². With w = w_k,

A/(is − w) − A/(is + w) = 2wA/((is)² − w²) = −2wA/(s² + w²).

Summing over the excited levels gives

χ_vv(is) = −∑_{k≠g} 2w_k |a_k(v)|²/(s² + w_k²) ≤ 0.

**When it vanishes.** A sum of nonnegative terms is zero only if every term is zero. Since w_k > 0, this forces a_k(v) = 0 for all k ≠ g. The eigenvector expansion then collapses:

Vψ0 = ∑_k a_k(v) φ_k = a_g(v) ψ0.

Conversely, if Vψ0 = cψ0, orthogonality gives a_k(v) = c⟨k|ψ0⟩ = 0 for k ≠ g.

**From proportional to constant.** Written by components, Vψ0 = cψ0 reads v(r)ψ0(r) = cψ0(r). Where ψ0(r) ≠ 0 we may divide, so v(r) = c. If this holds at every site, v is constant, and c is real because v is. A constant v clearly satisfies the equation.

**The density on each site.** Let δ_r be the potential equal to 1 on site r and 0 elsewhere. As an observable it is the density on r. Since v = ∑_r v(r)δ_r with real coefficients,

a_k(v) = ∑_r v(r) a_k(δ_r), and therefore χ_vv(z) = ∑_r v(r) χ_{δ_r v}(z).

If the density response vanishes on every site at z = is, then χ_vv(is) = 0 and v is constant. Conversely, a constant v has a_k(v) = 0 for k ≠ g, and every term of the density response contains a_k(v) or its conjugate. By linearity, two potentials with the same density response at is differ by a constant.

**Small cases.** With one site there are no excited levels, the response is zero, and every potential is constant. With two sites, zero on-site energies and hopping element −t, t > 0, the ground state is (1, 1)/√2, the gap is 2t and the amplitude is (v(1) − v(2))/2 up to a phase. Hence

χ_vv(is) = −t (v(1) − v(2))²/(s² + 4t²),

which vanishes only for v(1) = v(2).

## The formal development

In Lean 4 with Mathlib:

```lean
import Mathlib

open ComplexConjugate

namespace ImaginaryFrequencyResponse

noncomputable section

variable {n : Type*} [Fintype n] [DecidableEq n] {H : Matrix n n ℂ}
```

The finite type `n` labels both the sites and the energy levels. In what follows `r` is a site, `k` a level and `g` the ground level.

```lean
/-- The components of the `k`-th normalised eigenvector of the Hamiltonian `H`. -/
def level (hH : H.IsHermitian) (k : n) : n → ℂ := (hH.eigenvectorBasis k).ofLp
```

The eigenvectors come from Mathlib's spectral theorem applied to `H`, so no spectral data are assumed separately. Thus `level hH g` is ψ0, already normalised.

```lean
/-- The excitation energy from level `g` to level `k`. -/
def gap (hH : H.IsHermitian) (g k : n) : ℝ := hH.eigenvalues k - hH.eigenvalues g

/-- Level `g` lies strictly below all other levels. -/
def IsGround (hH : H.IsHermitian) (g : n) : Prop := ∀ k, k ≠ g → 0 < gap hH g k
```

`gap hH g k` is w_k. `IsGround` combines two physical assumptions: `g` is lowest, and it is nondegenerate. Excited levels may be degenerate among themselves.

```lean
/-- The vector `V ψ₀`, where `V` is the diagonal potential `v` and `ψ₀` is level `g`. -/
def driven (hH : H.IsHermitian) (g : n) (v : n → ℝ) : EuclideanSpace ℂ n :=
  WithLp.toLp 2 fun r => (v r : ℂ) * level hH g r

/-- The transition amplitude `⟨k| V ψ₀⟩`. -/
def amp (hH : H.IsHermitian) (g : n) (v : n → ℝ) (k : n) : ℂ :=
  inner ℂ (hH.eigenvectorBasis k) (driven hH g v)
```

These are Vψ0 and a_k(v). Mathlib's inner product is conjugate-linear in its first argument, as in the bra-ket convention.

```lean
/-- The Lehmann sum for the linear response of the diagonal observable `u` to the
potential `v` at complex frequency `z`. -/
def response (hH : H.IsHermitian) (g : n) (u v : n → ℝ) (z : ℂ) : ℂ :=
  ∑ k ∈ Finset.univ.erase g,
    (conj (amp hH g u k) * amp hH g v k / (z - gap hH g k)
      - conj (amp hH g v k) * amp hH g u k / (z + gap hH g k))

/-- The real sum over excited states `-∑ 2 w |⟨k|Vψ₀⟩|² / (s² + w²)`. -/
def chi (hH : H.IsHermitian) (g : n) (v : n → ℝ) (s : ℝ) : ℝ :=
  -∑ k ∈ Finset.univ.erase g,
    2 * gap hH g k * ‖amp hH g v k‖ ^ 2 / (s ^ 2 + gap hH g k ^ 2)
```

`response` is the complex two-pole sum χ_uv(z), taken here as the definition of linear response and not derived from the time-dependent Schrödinger equation. `chi` is the real sum with its Lorentzian denominators. The two are connected by the next two theorems.

```lean
/-- At imaginary frequency a resonant and an antiresonant pole of equal strength combine
into a Lorentzian in `s`. -/
theorem pole_pair (s w : ℝ) (hw : 0 < w) (A : ℂ) :
    A / (s * Complex.I - w) - A / (s * Complex.I + w) = -(2 * w * A / (s ^ 2 + w ^ 2)) := by
  have h1 : (s * Complex.I - w : ℂ) ≠ 0 := by
    intro h
    have := congrArg Complex.re h
    simp at this
    linarith
  have h2 : (s * Complex.I + w : ℂ) ≠ 0 := by
    intro h
    have := congrArg Complex.re h
    simp at this
    linarith
  have hden : (s * Complex.I - w : ℂ) * (s * Complex.I + w) = -(s ^ 2 + w ^ 2) := by
    linear_combination (s : ℂ) ^ 2 * Complex.I_sq
  rw [div_sub_div _ _ h1 h2, hden, div_neg]
  ring
```

The facts `h1` and `h2` show that neither denominator vanishes, by looking at real parts: these are −w and w, and w > 0. This is why s = 0, the static response, is allowed.

The line proving `hden` is worth reusing. To verify an identity that holds only because i² = −1, `linear_combination` is given the multiple of `Complex.I_sq` that accounts for the difference between the two sides, here s² times it, and ring arithmetic checks the rest.

```lean
/-- The response of a potential to itself at frequency `i s` is the real number `chi`. -/
theorem response_imaginary (hH : H.IsHermitian) (g : n) (hg : IsGround hH g)
    (v : n → ℝ) (s : ℝ) :
    response hH g v v (s * Complex.I) = (chi hH g v s : ℂ) := by
  unfold response chi
  push_cast
  rw [← Finset.sum_neg_distrib]
  refine Finset.sum_congr rfl fun k hk => ?_
  rw [pole_pair s _ (hg k (Finset.ne_of_mem_erase hk)), Complex.conj_mul']
```

This is the pole combination applied term by term, with `Complex.conj_mul'` turning conj(a)a into |a|².

```lean
/-- A diagonal potential excites no other level exactly when `V ψ₀` is proportional
to `ψ₀`. -/
theorem amp_eq_zero_iff (hH : H.IsHermitian) (g : n) (v : n → ℝ) :
    (∀ k, k ≠ g → amp hH g v k = 0) ↔
      ∃ c : ℂ, ∀ r, (v r : ℂ) * level hH g r = c * level hH g r := by
  constructor
  · intro h
    -- expand `V ψ₀` in the eigenbasis; only the `g` component survives
    have hs : ∑ k, amp hH g v k • hH.eigenvectorBasis k = driven hH g v :=
      hH.eigenvectorBasis.sum_repr' _
    rw [Finset.sum_eq_single g (fun k _ hk => by rw [h k hk, zero_smul])
      (fun h' => absurd (Finset.mem_univ g) h')] at hs
    refine ⟨amp hH g v g, fun r => ?_⟩
    have hr := congrArg (fun x : EuclideanSpace ℂ n => x.ofLp r) hs
    exact hr.symm
  · rintro ⟨c, hc⟩ k hk
    have hd : driven hH g v = c • hH.eigenvectorBasis g := by
      ext r
      exact hc r
    have h0 : inner ℂ (hH.eigenvectorBasis k) (hH.eigenvectorBasis g) = 0 :=
      hH.eigenvectorBasis.orthonormal.2 hk
    rw [amp, hd, inner_smul_right, h0, mul_zero]
```

In the forward direction `sum_repr'` supplies the eigenvector expansion and `Finset.sum_eq_single` keeps only the `g` term, so the constant is a_g(v). The reverse direction is orthogonality. No assumption about the ordering of the levels is needed here.

```lean
/-- The response at imaginary frequency is nonpositive, and it vanishes exactly when
`V ψ₀` is proportional to the ground state `ψ₀`. -/
theorem chi_nonpos_and_eq_zero_iff (hH : H.IsHermitian) (g : n) (hg : IsGround hH g)
    (v : n → ℝ) (s : ℝ) :
    chi hH g v s ≤ 0 ∧ (chi hH g v s = 0 ↔
      ∃ c : ℂ, ∀ r, (v r : ℂ) * level hH g r = c * level hH g r) := by
  have hnn : ∀ k ∈ Finset.univ.erase g,
      0 ≤ 2 * gap hH g k * ‖amp hH g v k‖ ^ 2 / (s ^ 2 + gap hH g k ^ 2) := by
    intro k hk
    have hw := hg k (Finset.ne_of_mem_erase hk)
    positivity
  refine ⟨neg_nonpos.2 (Finset.sum_nonneg hnn), ?_⟩
  rw [← amp_eq_zero_iff, chi, neg_eq_zero, Finset.sum_eq_zero_iff_of_nonneg hnn]
  constructor
  · intro h k hk
    by_contra ha
    have hw := hg k hk
    have hp : 0 < ‖amp hH g v k‖ := norm_pos_iff.2 ha
    have ht : 0 < 2 * gap hH g k * ‖amp hH g v k‖ ^ 2 / (s ^ 2 + gap hH g k ^ 2) := by
      positivity
    exact ht.ne' (h k (Finset.mem_erase.2 ⟨hk, Finset.mem_univ k⟩))
  · intro h k hk
    simp [h k (Finset.ne_of_mem_erase hk)]
```

The theorem states both the sign and the condition for zero. `hnn` records that each term is nonnegative, and `Finset.sum_eq_zero_iff_of_nonneg` converts a zero sum into zero terms. If some amplitude were nonzero, its term would be strictly positive, which is the contradiction in the forward direction of the equivalence.

```lean
/-- If the ground state has no zero component, the response at imaginary frequency
vanishes exactly for constant potentials. -/
theorem chi_eq_zero_iff_constant (hH : H.IsHermitian) (g : n) (hg : IsGround hH g)
    (hψ : ∀ r, level hH g r ≠ 0) (v : n → ℝ) (s : ℝ) :
    chi hH g v s = 0 ↔ ∃ c : ℝ, ∀ r, v r = c := by
  rw [(chi_nonpos_and_eq_zero_iff hH g hg v s).2]
  constructor
  · rintro ⟨c, hc⟩
    refine ⟨c.re, fun r => ?_⟩
    have h := congrArg Complex.re (mul_right_cancel₀ (hψ r) (hc r))
    simpa using h
  · rintro ⟨c, hc⟩
    exact ⟨(c : ℂ), fun r => by rw [hc r]⟩
```

The hypothesis `hψ` says that ψ0 has no zero component. `mul_right_cancel₀` performs the division by ψ0(r), and taking real parts replaces the complex constant by a real one.

```lean
/-- A transition amplitude is the sum of the site amplitudes weighted by the potential. -/
theorem amp_eq_sum_sites (hH : H.IsHermitian) (g : n) (v : n → ℝ) (k : n) :
    amp hH g v k = ∑ r, (v r : ℂ) * amp hH g (Pi.single r 1) k := by
  have hsum : ∀ u : n → ℝ, amp hH g u k =
      ∑ r, (u r : ℂ) * (level hH g r * conj (level hH k r)) := by
    intro u
    rw [amp, PiLp.inner_apply]
    refine Finset.sum_congr rfl fun r _ => ?_
    rw [RCLike.inner_apply]
    change ((u r : ℂ) * level hH g r) * conj (level hH k r) = _
    ring
  rw [hsum v]
  refine Finset.sum_congr rfl fun r _ => ?_
  rw [hsum (Pi.single r 1), Finset.sum_eq_single r
    (fun b _ hb => by simp [Pi.single_eq_of_ne hb])
    (fun h' => absurd (Finset.mem_univ r) h')]
  simp
```

Here `Pi.single r 1` is δ_r. The lemma is the expansion of a_k(v) over sites.

```lean
/-- For a ground state without zero components, the density response at frequency `i s`
vanishes on every site exactly when the potential is constant. -/
theorem density_response_eq_zero_iff (hH : H.IsHermitian) (g : n) (hg : IsGround hH g)
    (hψ : ∀ r, level hH g r ≠ 0) (v : n → ℝ) (s : ℝ) :
    (∀ r, response hH g (Pi.single r 1) v (s * Complex.I) = 0) ↔
      ∃ c : ℝ, ∀ r, v r = c := by
  constructor
  · intro h
    -- contract the density response with the potential itself
    have hc : response hH g v v (s * Complex.I) =
        ∑ r, (v r : ℂ) * response hH g (Pi.single r 1) v (s * Complex.I) := by
      simp only [response, Finset.mul_sum]
      rw [Finset.sum_comm]
      refine Finset.sum_congr rfl fun k _ => ?_
      have h1 := amp_eq_sum_sites hH g v k
      have h2 : conj (amp hH g v k) =
          ∑ r, (v r : ℂ) * conj (amp hH g (Pi.single r 1) k) := by
        conv_lhs => rw [h1]
        simp only [map_sum, map_mul, Complex.conj_ofReal]
      have h3 : ∀ a b : ℂ, ∑ r, (v r : ℂ) *
          (conj (amp hH g (Pi.single r 1) k) * amp hH g v k / a
            - conj (amp hH g v k) * amp hH g (Pi.single r 1) k / b) =
          (∑ r, (v r : ℂ) * conj (amp hH g (Pi.single r 1) k)) * (amp hH g v k / a)
            - (∑ r, (v r : ℂ) * amp hH g (Pi.single r 1) k)
              * (conj (amp hH g v k) / b) := by
        intro a b
        rw [Finset.sum_mul, Finset.sum_mul, ← Finset.sum_sub_distrib]
        exact Finset.sum_congr rfl fun r _ => by ring
      rw [h3, ← h1, ← h2]
      ring
    rw [response_imaginary hH g hg] at hc
    simp only [h, mul_zero, Finset.sum_const_zero] at hc
    exact (chi_eq_zero_iff_constant hH g hg hψ v s).1 (Complex.ofReal_eq_zero.1 hc)
  · rintro ⟨c, hc⟩ r
    have ha := (amp_eq_zero_iff hH g v).2 ⟨(c : ℂ), fun r => by rw [hc r]⟩
    refine Finset.sum_eq_zero fun k hk => ?_
    simp [ha k (Finset.ne_of_mem_erase hk)]
```

The statement concerns the response on all sites at one fixed s. Inside the proof, `hc` is the identity χ_vv = ∑_r v(r)χ_{δ_r v}. It is obtained by exchanging the sums over sites and levels and using the site expansion for the amplitude and for its conjugate. The previous theorem then finishes the forward direction, while the converse sets every term to zero.

```lean
/-- If level `g` vanishes on site `r`, then `chi` is zero for the unit potential on `r`,
at every real `s`. -/
theorem chi_node (hH : H.IsHermitian) (g r : n) (hr : level hH g r = 0) (s : ℝ) :
    chi hH g (Pi.single r 1) s = 0 := by
  have ha := (amp_eq_zero_iff hH g (Pi.single r 1)).2 ⟨0, fun q => by
    by_cases hq : q = r
    · rw [hq, hr, mul_zero, mul_zero]
    · simp [Pi.single_eq_of_ne hq]⟩
  rw [chi, neg_eq_zero]
  refine Finset.sum_eq_zero fun k hk => ?_
  simp [ha k (Finset.ne_of_mem_erase hk)]

end

end ImaginaryFrequencyResponse
```

This shows what a node does. If ψ0(r) = 0, then δ_r ψ0 = 0, so all amplitudes vanish and `chi` is zero. Because ψ0 is normalised, there must be another site, and δ_r is therefore not constant: the assumption of a nodeless ground state in the constancy theorem has real content.

```lean
#print axioms ImaginaryFrequencyResponse.density_response_eq_zero_iff
#print axioms ImaginaryFrequencyResponse.chi_node
```

```
'ImaginaryFrequencyResponse.density_response_eq_zero_iff' depends on axioms: [propext, Classical.choice, Quot.sound]
'ImaginaryFrequencyResponse.chi_node' depends on axioms: [propext, Classical.choice, Quot.sound]
```

## A many-particle model

One could instead let H act on the configurations of N spinless fermions on M sites, with the one-body potential contributing the sum of v over the occupied sites. The sign argument would be unchanged. With a nondegenerate ground state that is nonzero on every configuration, zero response would make that sum the same for all configurations. For 0 < N < M, moving one particle from site r to an empty site q then gives v(r) = v(q), so v is again constant. For N = M there is only one configuration, and every potential has zero response.
